# Regularised back-transformation steps at a fixed geometry converge to the shortest least-squares step

A geometry optimiser that works in redundant internal coordinates requests changes $s$ in bond lengths and angles, but the atoms move in Cartesian coordinates, and there may be no Cartesian step $x$ whose first-order effect $Bx$ equals $s$. For a fixed real matrix $B$, the regularised steps $B^T(BB^T+eI)^{-1}s$ still have a limit as $e\to0^+$: the unique shortest step among those that minimise $|Bx-s|$.

```lean
import Mathlib

open Matrix Filter Topology

namespace RegularisedBackTransformation

noncomputable section

variable {m n : Type*} [Fintype m] [Fintype n]

/-- The squared Euclidean length of a real vector. -/
def sqLen {k : Type*} [Fintype k] (v : k → ℝ) : ℝ := v ⬝ᵥ v

/-- The squared misfit between the internal displacement `B x` produced by a Cartesian
step `x` and the requested internal displacement `s`. -/
def misfit (B : Matrix m n ℝ) (s : m → ℝ) (x : n → ℝ) : ℝ := sqLen (B *ᵥ x - s)

/-- The Cartesian step `x` has the least misfit among all Cartesian steps. -/
def IsLeastSquares (B : Matrix m n ℝ) (s : m → ℝ) (x : n → ℝ) : Prop :=
  ∀ y, misfit B s x ≤ misfit B s y

/-- The step `x` has the least misfit, and no step of least misfit is shorter. -/
def IsShortest (B : Matrix m n ℝ) (s : m → ℝ) (x : n → ℝ) : Prop :=
  IsLeastSquares B s x ∧ ∀ y, IsLeastSquares B s y → sqLen x ≤ sqLen y

/-- The regularised back-transformation `Bᵀ (B Bᵀ + e I)⁻¹ s`, meant for `e > 0`, where the
matrix to be inverted is nonsingular. -/
def backStep [DecidableEq m] (B : Matrix m n ℝ) (s : m → ℝ) (e : ℝ) : n → ℝ :=
  Bᵀ *ᵥ ((B * Bᵀ + e • (1 : Matrix m m ℝ))⁻¹ *ᵥ s)

/-- A squared length is never negative. -/
theorem sqLen_nonneg {k : Type*} [Fintype k] (v : k → ℝ) : 0 ≤ sqLen v :=
  Finset.sum_nonneg fun i _ => mul_self_nonneg (v i)

/-- The squared length of a sum of two vectors, expanded. -/
theorem sqLen_add {k : Type*} [Fintype k] (a b : k → ℝ) :
    sqLen (a + b) = sqLen a + 2 * (a ⬝ᵥ b) + sqLen b := by
  unfold sqLen
  rw [add_dotProduct, dotProduct_add, dotProduct_add, dotProduct_comm b a]
  ring

/-- The transpose moves `B` from one side of a scalar product to the other. -/
theorem transpose_dot (B : Matrix m n ℝ) (u : m → ℝ) (x : n → ℝ) :
    (Bᵀ *ᵥ u) ⬝ᵥ x = u ⬝ᵥ (B *ᵥ x) := by
  rw [Matrix.mulVec_transpose, Matrix.dotProduct_mulVec]

/-- The exact second-order expansion of the misfit about a step `x`. -/
theorem misfit_add (B : Matrix m n ℝ) (s : m → ℝ) (x d : n → ℝ) :
    misfit B s (x + d) =
      misfit B s x + 2 * ((Bᵀ *ᵥ (B *ᵥ x - s)) ⬝ᵥ d) + sqLen (B *ᵥ d) := by
  have h : B *ᵥ (x + d) - s = (B *ᵥ x - s) + B *ᵥ d := by
    rw [Matrix.mulVec_add]
    abel
  unfold misfit
  rw [h, sqLen_add, transpose_dot]

/-- For every `B` and `s` the normal equations `BᵀB x = Bᵀ s` have a solution of the form
`x = BᵀB v`. -/
theorem exists_source (B : Matrix m n ℝ) (s : m → ℝ) :
    ∃ v : n → ℝ, Bᵀ *ᵥ (B *ᵥ (Bᵀ *ᵥ (B *ᵥ v))) = Bᵀ *ᵥ s := by
  have hA : (Bᵀ * B)ᵀ = Bᵀ * B := by
    rw [Matrix.transpose_mul, Matrix.transpose_transpose]
  -- `(BᵀB)²` and `Bᵀ` have the same rank; with the inclusion `hle`, also the same range
  have hr := Matrix.rank_transpose_mul_self (Bᵀ * B)
  rw [hA, Matrix.rank_transpose_mul_self B] at hr
  have hle : LinearMap.range (Bᵀ * B * (Bᵀ * B)).mulVecLin ≤
      LinearMap.range Bᵀ.mulVecLin := by
    rintro _ ⟨v, rfl⟩
    exact ⟨B *ᵥ ((Bᵀ * B) *ᵥ v), by
      simp only [Matrix.mulVecLin_apply, Matrix.mulVec_mulVec, Matrix.mul_assoc]⟩
  have heq := Submodule.eq_of_le_of_finrank_eq hle (hr.trans (Matrix.rank_transpose B).symm)
  have hs : Bᵀ *ᵥ s ∈ LinearMap.range (Bᵀ * B * (Bᵀ * B)).mulVecLin := by
    rw [heq]
    exact ⟨s, rfl⟩
  obtain ⟨v, hv⟩ := hs
  refine ⟨v, ?_⟩
  rw [← hv]
  simp only [Matrix.mulVecLin_apply, Matrix.mulVec_mulVec, Matrix.mul_assoc]

/-- For `e > 0` the regularised step solves the damped normal equations
`(BᵀB + e) x = Bᵀ s`. -/
theorem backStep_normal [DecidableEq m] (B : Matrix m n ℝ) (s : m → ℝ) {e : ℝ}
    (he : 0 < e) :
    Bᵀ *ᵥ (B *ᵥ backStep B s e) + e • backStep B s e = Bᵀ *ᵥ s := by
  have expand : ∀ u : m → ℝ, (B * Bᵀ + e • (1 : Matrix m m ℝ)) *ᵥ u =
      B *ᵥ (Bᵀ *ᵥ u) + e • u := by
    intro u
    rw [Matrix.add_mulVec, Matrix.smul_mulVec, Matrix.one_mulVec, Matrix.mulVec_mulVec]
  -- a null vector `u` would give `|Bᵀu|² + e |u|² = 0`
  have hdet : (B * Bᵀ + e • (1 : Matrix m m ℝ)).det ≠ 0 := by
    intro h0
    obtain ⟨u, hu, h⟩ := Matrix.exists_mulVec_eq_zero_iff.mpr h0
    rw [expand] at h
    have h1 : u ⬝ᵥ (B *ᵥ (Bᵀ *ᵥ u) + e • u) = 0 := by rw [h, dotProduct_zero]
    rw [dotProduct_add, dotProduct_smul, smul_eq_mul, ← transpose_dot] at h1
    have h2 : 0 ≤ (Bᵀ *ᵥ u) ⬝ᵥ (Bᵀ *ᵥ u) := sqLen_nonneg _
    have h3 : 0 ≤ u ⬝ᵥ u := sqLen_nonneg _
    have h4 : u ⬝ᵥ u ≠ 0 := fun h => hu (dotProduct_self_eq_zero.mp h)
    have h5 : 0 < e * (u ⬝ᵥ u) := mul_pos he (lt_of_le_of_ne h3 h4.symm)
    linarith
  have hs : (B * Bᵀ + e • (1 : Matrix m m ℝ)) *ᵥ
      ((B * Bᵀ + e • (1 : Matrix m m ℝ))⁻¹ *ᵥ s) = s := by
    rw [Matrix.mulVec_mulVec, Matrix.mul_nonsing_inv _ (isUnit_iff_ne_zero.mpr hdet),
      Matrix.one_mulVec]
  rw [expand] at hs
  have h := congrArg (fun w => Bᵀ *ᵥ w) hs
  simpa only [backStep, Matrix.mulVec_add, Matrix.mulVec_smul] using h

/-- For `e > 0` the regularised step is the only minimiser of the misfit plus `e` times the
squared step length. -/
theorem backStep_minimises [DecidableEq m] (B : Matrix m n ℝ) (s : m → ℝ) {e : ℝ}
    (he : 0 < e) (y : n → ℝ) (hy : y ≠ backStep B s e) :
    misfit B s (backStep B s e) + e * sqLen (backStep B s e) <
      misfit B s y + e * sqLen y := by
  have hN := backStep_normal B s he
  generalize backStep B s e = x at hN hy ⊢
  have hg : Bᵀ *ᵥ (B *ᵥ x - s) = -(e • x) := by
    rw [Matrix.mulVec_sub]
    linear_combination (norm := module) hN
  have h1 := misfit_add B s x (y - x)
  have h2 := sqLen_add x (y - x)
  rw [hg, neg_dotProduct, smul_dotProduct, smul_eq_mul, add_sub_cancel] at h1
  rw [add_sub_cancel] at h2
  have h3 := sqLen_nonneg (B *ᵥ (y - x))
  have h4 : sqLen (y - x) ≠ 0 := fun h =>
    hy (sub_eq_zero.mp (dotProduct_self_eq_zero.mp h))
  have h5 := mul_pos he (lt_of_le_of_ne (sqLen_nonneg (y - x)) h4.symm)
  rw [h1, h2]
  linarith

/-- If `x = BᵀB v` solves the normal equations `BᵀB x = Bᵀ s`, then `x` is the unique
shortest step of least misfit. -/
theorem shortest_of_source (B : Matrix m n ℝ) (s : m → ℝ) (v : n → ℝ)
    (h : Bᵀ *ᵥ (B *ᵥ (Bᵀ *ᵥ (B *ᵥ v))) = Bᵀ *ᵥ s) :
    IsShortest B s (Bᵀ *ᵥ (B *ᵥ v)) ∧
      ∀ y, IsShortest B s y → y = Bᵀ *ᵥ (B *ᵥ v) := by
  obtain ⟨x, hx⟩ : ∃ x, x = Bᵀ *ᵥ (B *ᵥ v) := ⟨_, rfl⟩
  rw [← hx] at h ⊢
  have key : ∀ y, misfit B s y = misfit B s x + sqLen (B *ᵥ (y - x)) := by
    intro y
    have h1 := misfit_add B s x (y - x)
    rw [add_sub_cancel, Matrix.mulVec_sub Bᵀ, h, sub_self, zero_dotProduct] at h1
    linarith
  have hmin : IsLeastSquares B s x := fun y => by
    linarith [key y, sqLen_nonneg (B *ᵥ (y - x))]
  -- other minimisers differ from `x` by a vector that `B` annihilates, orthogonal to `x`
  have pyth : ∀ y, IsLeastSquares B s y → sqLen y = sqLen x + sqLen (y - x) := by
    intro y hy
    have h0 : sqLen (B *ᵥ (y - x)) = 0 :=
      le_antisymm (by linarith [key y, hy x]) (sqLen_nonneg _)
    have h1 : B *ᵥ (y - x) = 0 := dotProduct_self_eq_zero.mp h0
    have h2 : x ⬝ᵥ (y - x) = 0 := by
      have h3 := transpose_dot B (B *ᵥ v) (y - x)
      rwa [← hx, h1, dotProduct_zero] at h3
    have h4 := sqLen_add x (y - x)
    rw [add_sub_cancel, h2] at h4
    linarith
  refine ⟨⟨hmin, fun y hy => by linarith [pyth y hy, sqLen_nonneg (y - x)]⟩, ?_⟩
  intro y hy
  have h0 : sqLen (y - x) = 0 :=
    le_antisymm (by linarith [pyth y hy.1, hy.2 x hmin]) (sqLen_nonneg _)
  exact sub_eq_zero.mp (dotProduct_self_eq_zero.mp h0)

/-- If `BᵀB v` solves the normal equations and `e > 0`, the regularised step differs from
`BᵀB v` by a vector no longer than `e` times the length of `v`. -/
theorem backStep_error [DecidableEq m] (B : Matrix m n ℝ) (s : m → ℝ) (v : n → ℝ)
    (h : Bᵀ *ᵥ (B *ᵥ (Bᵀ *ᵥ (B *ᵥ v))) = Bᵀ *ᵥ s) {e : ℝ} (he : 0 < e) :
    sqLen (backStep B s e - Bᵀ *ᵥ (B *ᵥ v)) ≤ e ^ 2 * sqLen v := by
  have hN := backStep_normal B s he
  obtain ⟨d, hd⟩ : ∃ d, d = backStep B s e - Bᵀ *ᵥ (B *ᵥ v) := ⟨_, rfl⟩
  rw [← hd]
  have hz : Bᵀ *ᵥ (B *ᵥ (d + e • v)) = -(e • d) := by
    rw [hd]
    simp only [Matrix.mulVec_add, Matrix.mulVec_sub, Matrix.mulVec_smul]
    linear_combination (norm := module) hN - h
  -- positivity of `BᵀB` bounds the overlap of `d` with `d + e v`
  have h1 := transpose_dot B (B *ᵥ (d + e • v)) (d + e • v)
  rw [hz, neg_dotProduct, smul_dotProduct, smul_eq_mul] at h1
  have h2 : 0 ≤ (B *ᵥ (d + e • v)) ⬝ᵥ (B *ᵥ (d + e • v)) := sqLen_nonneg _
  have h3 : d ⬝ᵥ (d + e • v) ≤ 0 := by
    by_contra hc
    have h4 := mul_pos he (not_le.mp hc)
    linarith
  have h5 : d ⬝ᵥ (d + e • v) = sqLen d + d ⬝ᵥ (e • v) := dotProduct_add _ _ _
  have h6 : sqLen (e • v) = e ^ 2 * sqLen v := by
    unfold sqLen
    rw [smul_dotProduct, dotProduct_smul, smul_eq_mul, smul_eq_mul]
    ring
  linarith [sqLen_add d (e • v), sqLen_nonneg (d + e • v)]

/-- For every real matrix `B` and every requested displacement `s`, the regularised steps
`Bᵀ (B Bᵀ + e I)⁻¹ s` converge, as `e` tends to zero from above, to the unique shortest
minimiser of the misfit between `B x` and `s`. -/
theorem backStep_tendsto_shortest [DecidableEq m] (B : Matrix m n ℝ) (s : m → ℝ) :
    ∃ x, IsShortest B s x ∧ (∀ y, IsShortest B s y → y = x) ∧
      Tendsto (backStep B s) (𝓝[>] 0) (𝓝 x) := by
  obtain ⟨v, hv⟩ := exists_source B s
  obtain ⟨hx, huniq⟩ := shortest_of_source B s v hv
  refine ⟨_, hx, huniq, tendsto_pi_nhds.mpr fun i => ?_⟩
  rw [← tendsto_sub_nhds_zero_iff]
  have hlim : Tendsto (fun e : ℝ => Real.sqrt (e ^ 2 * sqLen v)) (𝓝[>] 0) (𝓝 0) := by
    have hc : Continuous fun e : ℝ => Real.sqrt (e ^ 2 * sqLen v) := by fun_prop
    have h0 := hc.tendsto 0
    simp only [ne_eq, OfNat.ofNat_ne_zero, not_false_eq_true, zero_pow, zero_mul,
      Real.sqrt_zero] at h0
    exact h0.mono_left nhdsWithin_le_nhds
  refine squeeze_zero_norm' ?_ hlim
  filter_upwards [self_mem_nhdsWithin] with e he
  -- one component of the error is bounded by its whole length
  rw [Real.norm_eq_abs]
  apply Real.abs_le_sqrt
  refine le_trans ?_ (backStep_error B s v hv he)
  have hi := Finset.single_le_sum
    (f := fun j => (backStep B s e - Bᵀ *ᵥ (B *ᵥ v)) j * (backStep B s e - Bᵀ *ᵥ (B *ᵥ v)) j)
    (fun j _ => mul_self_nonneg _) (Finset.mem_univ i)
  rw [pow_two]
  exact hi

end

end RegularisedBackTransformation
```

```lean
#print axioms RegularisedBackTransformation.backStep_minimises
-- 'RegularisedBackTransformation.backStep_minimises' depends on axioms: [propext, Classical.choice, Quot.sound]
#print axioms RegularisedBackTransformation.backStep_tendsto_shortest
-- 'RegularisedBackTransformation.backStep_tendsto_shortest' depends on axioms: [propext, Classical.choice, Quot.sound]
```

## The limit and the step it selects

The final theorem, `backStep_tendsto_shortest`, takes any real matrix `B` and any vector `s`. It provides a step `x` with three properties: `x` is a shortest least-squares step, every step with that description equals `x`, and `backStep B s` tends to `x` as its last argument tends to zero from above. There is no condition on the rank of $B$, and $s$ need not lie in its range.

The finite index types `m` and `n` label the internal and Cartesian coordinates. `B *ᵥ x` is the matrix acting on a vector, and `⬝ᵥ` is the scalar product. `sqLen` is the squared length $|v|^2=v\cdot v$, and `misfit B s x` is $|Bx-s|^2$. `IsLeastSquares` says that no step has a smaller misfit; `IsShortest` adds that no least-squares step is shorter. Since lengths are non-negative, minimising their squares selects the same steps.

The letter $e$ is the regularisation parameter, often written $\lambda$ or $\mu$, and not a charge. The filter `𝓝[>] 0` admits only $e>0$, so the value that Lean assigns to the inverse of a singular matrix at $e=0$ plays no part.

## What the linear model represents

In a geometry optimisation, $B$ holds the derivatives of the internal coordinates with respect to the Cartesian ones. Redundant internal coordinates make $BB^T$ singular, as their changes are linearly dependent. Overall translations and rotations of a molecule leave its bond lengths and angles unchanged, so different Cartesian steps can give the same $Bx$. The shortest-step condition settles that choice.

The result bears on the conversion of optimiser steps in electronic-structure calculations, restricted to one linear conversion with $B$ held fixed. Real internal coordinates are nonlinear functions of the atomic positions, and the passage from this linear step to a finite displacement that realises the requested change is a separate matter. Lengths are plain Euclidean ones, without mass weighting, and the misfit adds the squared differences between produced and requested changes for bonds and angles alike, which presupposes a choice of units or scaling.

## The regularised step as a damped minimiser

Let $e>0$. If $(BB^T+eI)u=0$, the scalar product with $u$ gives

$$|B^Tu|^2+e|u|^2=0,$$

so $u=0$ and the matrix is invertible. Put $w=(BB^T+eI)^{-1}s$ and $x_e=B^Tw$. Multiplying $BB^Tw+ew=s$ by $B^T$ gives

$$B^TBx_e+ex_e=B^Ts.$$

This is `backStep_normal`; its determinant argument is the same null-vector calculation.

For any steps $x$ and $d$, expanding the square gives `misfit_add`:

$$|B(x+d)-s|^2=|Bx-s|^2+2\,B^T(Bx-s)\cdot d+|Bd|^2.$$

At $x=x_e$ the damped equations give $B^T(Bx_e-s)=-ex_e$. Adding $e|x_e+d|^2$ cancels the linear terms, and

$$|B(x_e+d)-s|^2+e|x_e+d|^2=|Bx_e-s|^2+e|x_e|^2+|Bd|^2+e|d|^2.$$

The last term is positive for $d\ne0$. Thus $x_e$ is the only minimiser of misfit plus $e$ times squared length, as `backStep_minimises` states. This describes the step at finite $e$; the proof of the limit uses the damped equations but not this minimum property.

## Finding the shortest least-squares step

The matrix $B^TB$ is symmetric, and $A^TA$ has the same rank as $A$ for every real matrix $A$. Hence

$$\operatorname{rank}\bigl((B^TB)^2\bigr)=\operatorname{rank}B^TB=\operatorname{rank}B=\operatorname{rank}B^T.$$

The range of $(B^TB)^2$ lies in that of $B^T$ and has the same dimension, so the two are equal. Some $v$ therefore satisfies $(B^TB)^2v=B^Ts$. `exists_source` follows this count, with `Submodule.eq_of_le_of_finrank_eq` turning inclusion and equal dimension into equality.

Set $x=B^TBv$. Then $B^T(Bx-s)=0$, and the expansion becomes

$$|By-s|^2=|Bx-s|^2+|B(y-x)|^2.$$

So $x$ is a least-squares step, and any other one, $y$, satisfies $B(y-x)=0$. It follows that

$$x\cdot(y-x)=Bv\cdot B(y-x)=0,\qquad |y|^2=|x|^2+|y-x|^2.$$

Hence $x$ is shortest, and equality of lengths forces $y=x$. In `shortest_of_source`, `key` is the misfit identity and `pyth` the Pythagorean one.

## An error bound linear in $e$

Let $d=x_e-x$. Subtracting $B^TBx=B^Ts$ from the damped equations gives $B^TBd+e(d+x)=0$. Since $x=B^TBv$,

$$B^TB(d+ev)=-ed.$$

The scalar product with $d+ev$ gives

$$|B(d+ev)|^2=-e\,d\cdot(d+ev),$$

so $d\cdot(d+ev)\le0$, or $d\cdot ev\le-|d|^2$. Therefore

$$0\le|d+ev|^2=|d|^2+2\,d\cdot ev+e^2|v|^2\le-|d|^2+e^2|v|^2,$$

and $|d|\le e|v|$. This is `backStep_error`, stated with squares; `linear_combination` performs the subtraction and `linarith` combines the inequalities. The vector $v$ does not depend on $e$, but the bound says nothing about how large $v$ is.

Each component of $d$ is at most $|d|$ in magnitude, hence at most $e|v|$. The final theorem applies this bound component by component, using `squeeze_zero_norm'`, and convergence in every component is convergence of the vector.
